# Tr ln(1 + Q) from a Cholesky factor: for positive semidefinite Q, every pivot is at least one

Take two auxiliary functions, numbered 0 and 1, and the matrix

$$Q=\begin{pmatrix}3&2\\2&4\end{pmatrix},\qquad 1+Q=\begin{pmatrix}4&2\\2&5\end{pmatrix}=LL^T,\qquad L=\begin{pmatrix}2&0\\1&2\end{pmatrix}.$$

The eigenvalues of $Q$ are $q_{0,1}=(7\pm\sqrt{17})/2$, so $(1+q_0)(1+q_1)=1+7+8=16$. The diagonal of $L$ gives the same number as $(2\cdot 2)^2$, and therefore $\sum_k\ln(1+q_k)=2(\ln 2+\ln 2)$. The coupling between the functions lowers the last pivot, since $L_{11}^2=5-1^2=4$. Such a subtraction could in principle leave very little, but for positive semidefinite $Q$ it never takes a pivot below 1.

## Log-determinant and pivot bounds by hand

Let $Q$ be a real positive semidefinite matrix over a finite ordered auxiliary basis, with eigenvalues $q_k$. Let $1+Q=LL^T$, where $L$ is lower triangular with positive diagonal elements $L_{ii}$, here called the pivots. Then

$$\sum_k\ln(1+q_k)=2\sum_i\ln L_{ii},\qquad L_{ii}\ge 1\ \text{ for every } i.$$

In the random-phase approximation (RPA), $Q$ is minus the non-interacting density response at an imaginary frequency, with the Coulomb interaction absorbed symmetrically. It is positive semidefinite when every occupied-to-virtual excitation energy is positive. The correlation energy integrates $\mathrm{Tr}[\ln(1+Q)-Q]$ over frequency, and for real $Q$ in a finite basis this integrand can be read off one Cholesky factor, without diagonalisation.

**The determinant.** For $N$ auxiliary functions, the characteristic polynomial is $\det(t-Q)=\prod_k(t-q_k)$. At $t=-1$ it gives $(-1)^N\det(1+Q)=(-1)^N\prod_k(1+q_k)$, and the signs cancel. Since $L$ is triangular, $\det L=\prod_i L_{ii}$, so

$$\prod_k(1+q_k)=\det(LL^T)=\Big(\prod_i L_{ii}\Big)^2.$$

All factors are positive, and taking logarithms gives the first claim.

**The lower bound.** Let $A=LL^T$ and suppose that $x^TAx\ge\mu\,x^Tx$ for every vector $x$. Put $M=L^{-1}$, which is again lower triangular, and let $x$ be row $i$ of $M$, written as a column. Then $x^TL$ is row $i$ of $ML=1$, so $L^Tx$ is the unit vector $e_i$ and

$$x^TAx=|L^Tx|^2=1.$$

In $1=\sum_j M_{ij}L_{ji}$ the terms with $j<i$ vanish because $L_{ji}=0$, and those with $j>i$ because $M_{ij}=0$. Hence $x_i=M_{ii}=1/L_{ii}$. For $\mu\ge0$,

$$\frac{\mu}{L_{ii}^2}=\mu x_i^2\le\mu\,x^Tx\le x^TAx=1,$$

so $\mu\le L_{ii}^2$; for $\mu<0$ this is immediate. With $A=1+Q$ we have $x^TAx=x^Tx+x^TQx\ge x^Tx$, so $\mu=1$ is allowed and $L_{ii}\ge1$.

**The integrand, term by term.** The diagonal element $A_{ii}=\sum_jL_{ij}^2$ is at least $L_{ii}^2$. Together with $\ln y\le y-1$ at $y=L_{ii}^2$ this gives

$$2\ln L_{ii}\le L_{ii}^2-1\le Q_{ii}.$$

Since $\sum_kq_k=\sum_iQ_{ii}$, the integrand equals $\sum_i(2\ln L_{ii}-Q_{ii})$, a sum without positive terms.

## The factor and the integrand as Lean objects

The type `n` labels the auxiliary functions. Its linear order gives "lower triangular" a meaning. Any order may be chosen, so the bounds hold for every ordering of the basis.

```lean
import Mathlib

open Matrix

namespace RPACholeskyLogDet

noncomputable section

variable {n : Type*} [Fintype n] [LinearOrder n]
```

The next structure collects the three conditions on $L$. It describes a given factor; neither its existence nor an algorithm for computing it is part of the development.

```lean
/-- `L` is a Cholesky factor of `A`: it is lower triangular with positive diagonal,
and `A = L Lᵀ`. -/
structure IsCholeskyFactor (L A : Matrix n n ℝ) : Prop where
  lower : ∀ i j, i < j → L i j = 0
  diag_pos : ∀ i, 0 < L i i
  factor : A = L * Lᵀ
```

The trace of the matrix logarithm enters through eigenvalues. The index `k` counts them with multiplicity and does not tie an eigenvalue to a particular auxiliary function. The definition accepts any real symmetric `Q`, but it has its intended meaning only when all eigenvalues exceed $-1$, as they do for positive semidefinite `Q`.

```lean
/-- The RPA frequency integrand `Tr[ln(1 + Q) - Q]` of a real symmetric matrix `Q` whose
eigenvalues exceed `-1`, written as a sum over these eigenvalues. -/
def rpaIntegrand {Q : Matrix n n ℝ} (hQ : Q.IsHermitian) : ℝ :=
  ∑ k, (Real.log (1 + hQ.eigenvalues k) - hQ.eigenvalues k)
```

## Determinants from eigenvalues and from pivots

The first lemma evaluates `hQ.charpoly_eq` at $-1$. The steps `e1` and `e2` extract the signs on the two sides, and `mul_left_cancel₀` removes the common factor $(-1)^N$.

```lean
/-- For a real symmetric `Q` with eigenvalues `q_k`, the determinant of `1 + Q` is the
product of the factors `1 + q_k`. -/
theorem det_one_add_eq_prod {Q : Matrix n n ℝ} (hQ : Q.IsHermitian) :
    (1 + Q).det = ∏ k, (1 + hQ.eigenvalues k) := by
  -- evaluate the characteristic polynomial at -1
  have h := congrArg (Polynomial.eval (-1 : ℝ)) hQ.charpoly_eq
  have e1 : Matrix.scalar n (-1 : ℝ) - Q = -(1 + Q) := by
    rw [map_neg, map_one]
    abel
  have e2 : ∏ k, (-1 - hQ.eigenvalues k)
      = (-1) ^ Fintype.card n * ∏ k, (1 + hQ.eigenvalues k) := by
    rw [← Finset.card_univ, ← Finset.prod_const, ← Finset.prod_mul_distrib]
    exact Finset.prod_congr rfl (fun k _ => by ring)
  rw [Matrix.eval_charpoly, Polynomial.eval_prod, e1, Matrix.det_neg] at h
  simp only [Polynomial.eval_sub, Polynomial.eval_X, Polynomial.eval_C,
    RCLike.ofReal_real_eq_id, id_eq] at h
  rw [e2] at h
  exact mul_left_cancel₀ (pow_ne_zero _ (by norm_num)) h
```

For the factor itself, Mathlib's determinant formula for triangular matrices applies. Lower triangularity is expressed there through the reversed order, hence `OrderDual.toDual`.

```lean
/-- The determinant of a Cholesky factor is the product of its pivots. -/
theorem IsCholeskyFactor.det_factor {L A : Matrix n n ℝ} (h : IsCholeskyFactor L A) :
    L.det = ∏ i, L i i :=
  Matrix.det_of_isLowerTriangular L
    (fun i j hij => h.lower i j (OrderDual.toDual_lt_toDual.mp hij))
```

## Bounds on a single pivot

The lower bound is stated for a general `A` and `μ`. In the proof, `htri` says that the inverse is triangular, `hii` is $M_{ii}L_{ii}=1$, `hx` is $x^TL=e_i^T$, and `hq` is $x^TAx=1$. The step `hsq` keeps one square out of $x^Tx$. The closing `calc` multiplies $\mu M_{ii}^2\le1$ by $L_{ii}^2$.

```lean
/-- If the quadratic form of `A` is at least `μ |x|²` for every vector `x`, then the square
of every Cholesky pivot of `A` is at least `μ`. -/
theorem IsCholeskyFactor.le_sq_pivot {L A : Matrix n n ℝ} (h : IsCholeskyFactor L A)
    {μ : ℝ} (hμ : ∀ x : n → ℝ, μ * (x ⬝ᵥ x) ≤ x ⬝ᵥ A *ᵥ x) (i : n) :
    μ ≤ L i i ^ 2 := by
  have hdet : IsUnit L.det := by
    rw [h.det_factor]
    exact (Finset.prod_pos fun j _ => h.diag_pos j).ne'.isUnit
  let := L.invertibleOfIsUnitDet hdet
  have hL : L.BlockTriangular OrderDual.toDual :=
    fun i j hij => h.lower i j (OrderDual.toDual_lt_toDual.mp hij)
  have htri := Matrix.blockTriangular_inv_of_blockTriangular hL
  have hML : L⁻¹ * L = 1 := Matrix.nonsing_inv_mul L hdet
  -- the inverse factor is triangular too, so its diagonal holds the inverse pivots
  have hii : L⁻¹ i i * L i i = 1 := by
    have e := congrFun (congrFun hML i) i
    rw [Matrix.mul_apply, Matrix.one_apply_eq] at e
    rw [← e]
    symm
    refine Finset.sum_eq_single i (fun j _ hj => ?_)
      (fun hi => absurd (Finset.mem_univ i) hi)
    rcases lt_or_gt_of_ne hj with hlt | hgt
    · rw [h.lower j i hlt, mul_zero]
    · rw [htri (OrderDual.toDual_lt_toDual.mpr hgt), zero_mul]
  -- row i of the inverse factor is the test vector
  have hx : L⁻¹ i ᵥ* L = (1 : Matrix n n ℝ) i := by
    funext j
    exact congrFun (congrFun hML i) j
  have hq : L⁻¹ i ⬝ᵥ A *ᵥ L⁻¹ i = 1 := by
    rw [h.factor, ← Matrix.mulVec_mulVec, Matrix.dotProduct_mulVec,
      Matrix.mulVec_transpose, hx]
    simp [dotProduct, Matrix.one_apply]
  have hsq : L⁻¹ i i ^ 2 ≤ L⁻¹ i ⬝ᵥ L⁻¹ i := by
    rw [sq]
    exact Finset.single_le_sum (f := fun j => L⁻¹ i j * L⁻¹ i j)
      (fun j _ => mul_self_nonneg _) (Finset.mem_univ i)
  rcases le_total μ 0 with h0 | h0
  · exact h0.trans (sq_nonneg _)
  · have hm : μ * L⁻¹ i i ^ 2 ≤ 1 :=
      (mul_le_mul_of_nonneg_left hsq h0).trans ((hμ _).trans hq.le)
    calc μ = (μ * L⁻¹ i i ^ 2) * L i i ^ 2 := by
          linear_combination (-μ * (L⁻¹ i i * L i i + 1)) * hii
      _ ≤ 1 * L i i ^ 2 := mul_le_mul_of_nonneg_right hm (sq_nonneg _)
      _ = L i i ^ 2 := one_mul _
```

The upper bound likewise keeps a single term of a sum of squares, this time from row $i$ of $L$.

```lean
/-- The square of a Cholesky pivot never exceeds the corresponding diagonal element of the
factorized matrix. -/
theorem IsCholeskyFactor.sq_pivot_le_diag {L A : Matrix n n ℝ} (h : IsCholeskyFactor L A)
    (i : n) : L i i ^ 2 ≤ A i i := by
  rw [h.factor, Matrix.mul_apply, sq]
  exact Finset.single_le_sum (f := fun j => L i j * Lᵀ j i)
    (fun j _ => mul_self_nonneg (L i j)) (Finset.mem_univ i)
```

## The trace formula and the RPA integrand

The main theorem takes two hypotheses: `Q` is positive semidefinite, and `L` is a Cholesky factor of `1 + Q`. Its conclusion joins the logarithmic identity and the pivot bound. Steps `a` and `b` turn logarithms of products into sums, and `d` is the squared product of pivots. The second part applies `le_sq_pivot` with $\mu=1$, and `nlinarith` passes from $L_{ii}^2\ge1$ to $L_{ii}\ge1$ using positivity.

The statement is about real numbers, so it says nothing about rounding in a floating-point factorisation.

```lean
/-- For a real positive semidefinite `Q` with eigenvalues `q_k` and a Cholesky factor `L` of
`1 + Q`, the sum of `ln(1 + q_k)` is twice the sum of `ln L_ii`, and every pivot `L_ii` is at
least one. -/
theorem trace_log_eq_cholesky {Q L : Matrix n n ℝ} (hQ : Q.PosSemidef)
    (h : IsCholeskyFactor L (1 + Q)) :
    ∑ k, Real.log (1 + hQ.isHermitian.eigenvalues k) = 2 * ∑ i, Real.log (L i i) ∧
      ∀ i, 1 ≤ L i i := by
  constructor
  · have a : Real.log (∏ k, (1 + hQ.isHermitian.eigenvalues k))
        = ∑ k, Real.log (1 + hQ.isHermitian.eigenvalues k) := by
      apply Real.log_prod
      intro k _
      have := hQ.eigenvalues_nonneg k
      positivity
    have b : Real.log (∏ i, L i i) = ∑ i, Real.log (L i i) := by
      apply Real.log_prod
      intro i _
      exact (h.diag_pos i).ne'
    -- both sides are the logarithm of det(1 + Q)
    have d : (1 + Q).det = (∏ i, L i i) ^ 2 := by
      rw [h.factor, Matrix.det_mul, Matrix.det_transpose, h.det_factor, sq]
    rw [← a, ← b, ← det_one_add_eq_prod, d, Real.log_pow]
    norm_num
  · intro i
    have h1 : (1 : ℝ) ≤ L i i ^ 2 := by
      refine h.le_sq_pivot (fun x => ?_) i
      have hx := hQ.dotProduct_mulVec_nonneg x
      simp only [star_trivial] at hx
      rw [Matrix.add_mulVec, Matrix.one_mulVec, dotProduct_add]
      linarith
    nlinarith [h.diag_pos i]
```

For the integrand, `t` equates the trace with the sum of eigenvalues. The sign of each term then follows from the logarithm inequality `h1` and the diagonal bound `h2`.

```lean
/-- For positive semidefinite `Q` and a Cholesky factor `L` of `1 + Q`, the RPA integrand is
the sum of `2 ln L_ii - Q_ii` over the auxiliary functions, and none of these terms is
positive. -/
theorem rpaIntegrand_eq_cholesky {Q L : Matrix n n ℝ} (hQ : Q.PosSemidef)
    (h : IsCholeskyFactor L (1 + Q)) :
    rpaIntegrand hQ.isHermitian = ∑ i, (2 * Real.log (L i i) - Q i i) ∧
      ∀ i, 2 * Real.log (L i i) - Q i i ≤ 0 := by
  constructor
  · have t : ∑ i, Q i i = ∑ k, hQ.isHermitian.eigenvalues k :=
      hQ.isHermitian.trace_eq_sum_eigenvalues
    unfold rpaIntegrand
    rw [Finset.sum_sub_distrib, Finset.sum_sub_distrib, (trace_log_eq_cholesky hQ h).1,
      Finset.mul_sum, t]
  · intro i
    -- ln x ≤ x - 1 at x = L_ii², followed by L_ii² ≤ 1 + Q_ii
    have h1 := Real.log_le_sub_one_of_pos (pow_pos (h.diag_pos i) 2)
    have h2 := h.sq_pivot_le_diag i
    rw [Real.log_pow] at h1
    rw [Matrix.add_apply, Matrix.one_apply_eq] at h2
    push_cast at h1
    linarith
```

## The two-function example verified

The last theorem confirms that the opening matrices satisfy both hypotheses. Positive semidefiniteness follows from the decomposition $x^TQx=2x_0^2+(x_0+2x_1)^2$, and the factorisation is compared entry by entry.

```lean
/-- The matrix `Q` with rows `(3, 2)` and `(2, 4)` is positive semidefinite, and `1 + Q` has
the Cholesky factor with rows `(2, 0)` and `(1, 2)`. -/
theorem cholesky_witness :
    (!![3, 2; 2, 4] : Matrix (Fin 2) (Fin 2) ℝ).PosSemidef ∧
      IsCholeskyFactor !![2, 0; 1, 2] (1 + !![3, 2; 2, 4] : Matrix (Fin 2) (Fin 2) ℝ) := by
  constructor
  · refine Matrix.PosSemidef.of_dotProduct_mulVec_nonneg
      (Matrix.IsHermitian.ext fun i j => ?_) (fun x => ?_)
    · fin_cases i <;> fin_cases j <;> simp
    · have e : star x ⬝ᵥ (!![3, 2; 2, 4] : Matrix (Fin 2) (Fin 2) ℝ) *ᵥ x
          = 2 * x 0 ^ 2 + (x 0 + 2 * x 1) ^ 2 := by
        simp [Matrix.mulVec, dotProduct, Fin.sum_univ_succ]
        ring
      rw [e]
      positivity
  · refine ⟨by simp [Fin.forall_fin_two], by simp [Fin.forall_fin_two], ?_⟩
    ext i j
    fin_cases i <;> fin_cases j <;>
      simp [Matrix.mul_apply, Fin.sum_univ_succ] <;> norm_num

end

end RPACholeskyLogDet
```

```lean
#print axioms RPACholeskyLogDet.trace_log_eq_cholesky
-- 'RPACholeskyLogDet.trace_log_eq_cholesky' depends on axioms: [propext, Classical.choice, Quot.sound]
#print axioms RPACholeskyLogDet.rpaIntegrand_eq_cholesky
-- 'RPACholeskyLogDet.rpaIntegrand_eq_cholesky' depends on axioms: [propext, Classical.choice, Quot.sound]
```
